# How the scattering matrix fails to be unitary when K is not Hermitian

The theorem `unitarity_defect` concerns a scattering matrix S = (1 + iK)(1 - iK)⁻¹, where K is a finite square complex matrix, not assumed Hermitian, and 1 - iK is invertible. It states that (1 - iK)†(S†S - 1)(1 - iK) = 2i(K - K†), so S is unitary exactly when K is Hermitian. The proof first shows, as the step `h1`, that the left side equals (S(1 - iK))†(S(1 - iK)) - (1 - iK)†(1 - iK). It then replaces S(1 - iK) by 1 + iK and multiplies out.

As first written in Lean, the proof fails:

```lean
import Mathlib

open Matrix
open Complex (I)

namespace UnitarityDefect

noncomputable section

variable {n : Type*} [Fintype n]

variable [DecidableEq n]

/-- The scattering matrix `S = (1 + iK)(1 - iK)⁻¹`, meaningful when `1 - iK` is invertible. -/
def scatteringMatrix (K : Matrix n n ℂ) : Matrix n n ℂ :=
  (1 + I • K) * (1 - I • K)⁻¹

/-- If `1 - iK` is invertible, then `S (1 - iK) = 1 + iK`. -/
theorem scatteringMatrix_mul {K : Matrix n n ℂ} (h : IsUnit (1 - I • K)) :
    scatteringMatrix K * (1 - I • K) = 1 + I • K := by
  rw [scatteringMatrix, mul_assoc,
    Matrix.nonsing_inv_mul _ ((Matrix.isUnit_iff_isUnit_det _).mp h), mul_one]

/-- For `1 - iK` invertible, the unitarity defect `S†S - 1`, taken between `(1 - iK)†` and
`1 - iK`, equals `2i(K - K†)`. -/
theorem unitarity_defect {K : Matrix n n ℂ} (h : IsUnit (1 - I • K)) :
    (1 - I • K)ᴴ * ((scatteringMatrix K)ᴴ * scatteringMatrix K - 1) * (1 - I • K) =
      (2 * I) • (K - Kᴴ) := by
  have h1 : (1 - I • K)ᴴ * ((scatteringMatrix K)ᴴ * scatteringMatrix K - 1) * (1 - I • K) =
      (scatteringMatrix K * (1 - I • K))ᴴ * (scatteringMatrix K * (1 - I • K)) -
        (1 - I • K)ᴴ * (1 - I • K) := by
    rw [Matrix.conjTranspose_mul, mul_sub, sub_mul, mul_one]
    simp only [mul_assoc]
  rw [h1, scatteringMatrix_mul h]
  simp only [Matrix.conjTranspose_add, Matrix.conjTranspose_sub, Matrix.conjTranspose_one,
    Matrix.conjTranspose_smul, Complex.star_def, Complex.conj_I, add_mul, mul_add,
    sub_mul, mul_sub, Matrix.smul_mul, Matrix.mul_smul, one_mul, mul_one]
  module

end

end UnitarityDefect
```

Messages:

```
Main.lean:32:43: error: Tactic `rewrite` failed: Did not find an occurrence of the pattern
  (?a - ?b) * ?c
in the target expression
  (1 - I • K)ᴴ * ((scatteringMatrix K)ᴴ * scatteringMatrix K - 1) * 1 -
      (1 - I • K)ᴴ * ((scatteringMatrix K)ᴴ * scatteringMatrix K - 1) * I • K =
    (1 - I • K)ᴴ * (scatteringMatrix K)ᴴ * (scatteringMatrix K * (1 - I • K)) - (1 - I • K)ᴴ * (1 - I • K)

n : Type u_1
inst✝¹ : Fintype n
inst✝ : DecidableEq n
K : Matrix n n ℂ
h : IsUnit (1 - I • K)
⊢ (1 - I • K)ᴴ * ((scatteringMatrix K)ᴴ * scatteringMatrix K - 1) * 1 -
      (1 - I • K)ᴴ * ((scatteringMatrix K)ᴴ * scatteringMatrix K - 1) * I • K =
    (1 - I • K)ᴴ * (scatteringMatrix K)ᴴ * (scatteringMatrix K * (1 - I • K)) - (1 - I • K)ᴴ * (1 - I • K)
```

Lean accepts the file once it reads:

```diff
@@ -30,5 +30,8 @@
       (scatteringMatrix K * (1 - I • K))ᴴ * (scatteringMatrix K * (1 - I • K)) -
         (1 - I • K)ᴴ * (1 - I • K) := by
-    rw [Matrix.conjTranspose_mul, mul_sub, sub_mul, mul_one]
+    rw [Matrix.conjTranspose_mul]
+    -- only the defect is to be expanded, so 1 - iK is treated as one symbol
+    generalize 1 - I • K = D
+    rw [mul_sub, sub_mul, mul_one]
     simp only [mul_assoc]
   rw [h1, scatteringMatrix_mul h]
```

Diagnosis. The error is in the proof of `h1`. There `mul_sub` is meant to expand the product of (1 - iK)† with the defect S†S - 1. But the last factor on the left side, 1 - iK, is a difference too, and `rw` matches the whole product first, with that factor as the difference. The goal printed in the message shows the result: two terms, one ending in `* 1` and the other in `* I • K`, with the defect still unexpanded in both. No difference is now multiplied from the right, so `sub_mul` finds nothing to rewrite.

The repair uses `generalize` to replace 1 - iK by a single symbol `D` throughout the goal. The only difference left for `mul_sub` to match is then the defect. Expanding it puts a difference to the left of `D`, which is what `sub_mul` needs, and `mul_one` removes the leftover factor 1. The `rw` is split in two only to make room for the `generalize` step, and the added comment has no effect on the proof.
